# A non-constant polynomial discriminant D is strictly monotone inside each band if D − 2 and D + 2 have only real roots

## Can a band visit the same Bloch phase twice?

Take an electron on a periodic chain with $q$ sites per cell, real on-site energies and real nonzero nearest-neighbour hoppings. Carrying the wave function across one cell is a linear map that depends on the energy $E$. Its trace $D(E)$ is a real polynomial of degree $q$, and a Bloch wave with phase $k$ per cell exists at energy $E$ when

$$D(E) = 2\cos k .$$

The bands are therefore the energies with $|D(E)|\le 2$. If $D$ had a turning point where $|D|<2$, the phase would run forwards and then back as the energy rose through the band, and two energies in the same band would share one $k$. The question is what prevents this.

Here $D$ is the Floquet or Hill discriminant, which is unrelated to the algebraic discriminant of a polynomial.

## Real band edges as the hypothesis

At $k=0$ and $k=\pi$ the Bloch condition reads $D=2$ and $D=-2$. The solutions are the band edges, including points where two bands touch. They are eigenvalues of a Hermitian $q\times q$ Bloch matrix, so $D-2$ and $D+2$ each have $q$ real roots, counted with multiplicity.

The Lean file starts from this property. `RealRootedAt D c` says that the number of real roots of $D-c$, with multiplicity, equals the degree of $D$. The main theorems assume it at $c=2$ and $c=-2$ only; no other level is needed.

- `slope_ne_zero`: if $D$ has degree at least one and both edge levels are real-rooted, then $D'(E)\neq 0$ wherever $|D(E)|<2$.
- `strictly_monotone_in_band`: under the same assumptions, $D$ is strictly increasing or strictly decreasing on every set `s` of energies that is an interval (`OrdConnected`) and on which $|D|<2$.
- `group_velocity`: if a function $\varepsilon$ satisfies $D(\varepsilon(x))=2\cos x$ for all real $x$ and has derivative $v$ at $k$, with $\sin k\neq0$, and both edge levels are real-rooted, then $v^2$ is fixed by $k$, $\varepsilon(k)$ and the band edges. This $v$ is the group velocity in units where $\hbar$ and the cell length are one.

The step from a Hamiltonian to these hypotheses, through the transfer matrix and the Hermitian Bloch matrix, is the physical argument above and is not formalised. The differentiable dispersion $\varepsilon$ is likewise assumed.

For a non-interacting nearest-neighbour chain, the result means that a root search for $D(E)=2\cos k$ with $0<k<\pi$ finds at most one energy inside each band.

## From the roots to the slope

Let $c$ be a real-rooted level, with roots $r_1,\dots,r_q$, and let $a$ be the leading coefficient of $D-c$. Then $D(E)-c=a\prod_j(E-r_j)$. Where $D(E)\ne c$, the logarithmic derivative is

$$\frac{D'}{D-c}=\sum_j\frac1{E-r_j}.$$

Differentiating once more and multiplying by $-(D-c)^2$ gives

$$D'^2-(D-c)D''=(D-c)^2S_c,\qquad S_c(E)=\sum_j\frac{1}{(E-r_j)^2}.$$

The sum $S_c$ is `edgeSum D c E` in Lean. At the two edge levels the identity reads

$$D'^2+(2-D)D''=(2-D)^2S_2,$$
$$D'^2-(2+D)D''=(2+D)^2S_{-2}.$$

Multiply the first line by $2+D$, the second by $2-D$, and add. The second derivative cancels:

$$4D'^2=(4-D^2)\big[(2-D)S_2+(2+D)S_{-2}\big].$$

Inside a band $4-D^2$, $2-D$ and $2+D$ are positive. For $q\ge1$ each sum has at least one term, and all its terms are positive. Hence $D'\neq0$. Since $D'$ is continuous, it cannot change sign on an interval inside the band without vanishing there, so $D$ is strictly monotone on that interval.

## The group velocity from the band edges

Differentiating $D(\varepsilon(k))=2\cos k$ gives $D'(\varepsilon(k))\,v=-2\sin k$, so $4D'^2v^2=16\sin^2k$. At $E=\varepsilon(k)$ we also have

$$4-D^2=4\sin^2k,\quad 2-D=4\sin^2\tfrac k2,\quad 2+D=4\cos^2\tfrac k2 .$$

Insert these in the slope formula multiplied by $v^2$, and divide by $16\sin^2k$:

$$v^2\Big[\sin^2\tfrac k2\,S_2+\cos^2\tfrac k2\,S_{-2}\Big]=1,$$

with both sums taken at $\varepsilon(k)$.

## One site per cell

For $q=1$ with hopping $t$ and zero on-site energy, $D(E)=E/t$ and $\varepsilon(k)=2t\cos k$. The edges are $2t$ and $-2t$, at distances $4|t|\sin^2(k/2)$ and $4|t|\cos^2(k/2)$ from $\varepsilon(k)$. The bracket becomes

$$\frac{1}{16t^2}\left(\frac1{\sin^2(k/2)}+\frac1{\cos^2(k/2)}\right)=\frac1{4t^2\sin^2k},$$

which returns the familiar $v^2=4t^2\sin^2k$.

## A turning point when one edge level has complex roots

Let $D(E)=E^2$, a polynomial that is not the discriminant of any chain described above. The level $D=2$ has the two real roots $\pm\sqrt2$, but $D=-2$ has none. At $E=0$ we have $|D|<2$ and $D'=0$. Real roots at $c=2$ alone are therefore not enough.

## The Lean file

```lean
import Mathlib

open Polynomial

namespace MonotoneBlochBands

noncomputable section

/-- The polynomial `D - c` has as many real roots (none, by Mathlib's convention, if `D - c` is the
zero polynomial), counted with multiplicity, as the degree of `D`. -/
def RealRootedAt (D : ℝ[X]) (c : ℝ) : Prop :=
  (D - C c).roots.card = D.natDegree

/-- The sum of `1 / (E - r)²` over the real roots `r` of `D - c`, counted with multiplicity,
for energies `E` with `D(E) ≠ c`. -/
def edgeSum (D : ℝ[X]) (c E : ℝ) : ℝ :=
  ((D - C c).roots.map fun r => 1 / (E - r) ^ 2).sum

/-- At every root `r` of `D - c` the discriminant takes the value `c`. -/
lemma eval_of_mem_roots {D : ℝ[X]} {c r : ℝ} (hr : r ∈ (D - C c).roots) :
    D.eval r = c := by
  have h0 : (D - C c).eval r = 0 := isRoot_of_mem_roots hr
  rw [eval_sub, eval_C] at h0
  linarith

/-- Laguerre identity for a product `P` of real linear factors `X - r`, at a point `E` that is
none of the roots: `P'² - P P'' = P² ∑ 1 / (E - r)²`. -/
lemma laguerre_prod (s : Multiset ℝ) (E : ℝ) (h : ∀ r ∈ s, E ≠ r) :
    (derivative (s.map fun r => X - C r).prod).eval E ^ 2
      - (s.map fun r => X - C r).prod.eval E
        * (derivative (derivative (s.map fun r => X - C r).prod)).eval E
      = (s.map fun r => X - C r).prod.eval E ^ 2
        * (s.map fun r => 1 / (E - r) ^ 2).sum := by
  induction s using Multiset.induction_on with
  | empty => simp
  | cons r s ih =>
    have ih' := ih fun t ht => h t (Multiset.mem_cons_of_mem ht)
    have hr : E - r ≠ 0 := sub_ne_zero.2 (h r (Multiset.mem_cons_self r s))
    have hx : (E - r) ^ 2 * (1 / (E - r) ^ 2) = 1 := mul_one_div_cancel (pow_ne_zero 2 hr)
    simp only [Multiset.map_cons, Multiset.prod_cons, Multiset.sum_cons, derivative_mul,
      derivative_add, derivative_sub, derivative_X, derivative_C, sub_zero, one_mul,
      eval_add, eval_mul, eval_sub, eval_X, eval_C]
    linear_combination (E - r) ^ 2 * ih'
      - (s.map fun r => X - C r).prod.eval E ^ 2 * hx

/-- Laguerre identity for the discriminant: if `D - c` has only real roots and `D(E) ≠ c`, then
`D'² - (D - c) D'' = (D - c)² ∑ 1 / (E - r)²`, summed over the roots `r` of `D - c`. -/
theorem laguerre_identity {D : ℝ[X]} {c E : ℝ} (hc : RealRootedAt D c) (hE : D.eval E ≠ c) :
    (derivative D).eval E ^ 2 - (D.eval E - c) * (derivative (derivative D)).eval E
      = (D.eval E - c) ^ 2 * edgeSum D c E := by
  have hfac := C_leadingCoeff_mul_prod_multiset_X_sub_C (p := D - C c)
    (by rw [natDegree_sub_C]; exact hc)
  have key := laguerre_prod (D - C c).roots E fun r hr h =>
    hE (by rw [h]; exact eval_of_mem_roots hr)
  -- read off the value and two derivatives from the factorisation
  have h0 := congrArg (fun p => p.eval E) hfac
  have h1 := congrArg (fun p => (derivative p).eval E) hfac
  have h2 := congrArg (fun p => (derivative (derivative p)).eval E) hfac
  simp only [derivative_C_mul, derivative_sub, derivative_C, sub_zero, eval_mul, eval_sub,
    eval_C] at h0 h1 h2
  unfold edgeSum
  rw [← h0, ← h1, ← h2]
  linear_combination (D - C c).leadingCoeff ^ 2 * key

/-- If `D` has positive degree, `D - c` has only real roots and `D(E) ≠ c`, then the sum of
`1 / (E - r)²` over these roots is positive. -/
lemma edgeSum_pos {D : ℝ[X]} {c E : ℝ} (hq : 1 ≤ D.natDegree) (hc : RealRootedAt D c)
    (hE : D.eval E ≠ c) : 0 < edgeSum D c E := by
  have hcard : 0 < (D - C c).roots.card := by
    rw [show (D - C c).roots.card = D.natDegree from hc]
    omega
  obtain ⟨r, hr⟩ := Multiset.card_pos_iff_exists_mem.1 hcard
  have hne : E - r ≠ 0 := fun h => hE (by rw [sub_eq_zero.1 h]; exact eval_of_mem_roots hr)
  obtain ⟨t, ht⟩ := Multiset.exists_cons_of_mem hr
  have hnn : 0 ≤ (t.map fun r => 1 / (E - r) ^ 2).sum := by
    apply Multiset.sum_nonneg
    intro x hx
    obtain ⟨y, -, rfl⟩ := Multiset.mem_map.1 hx
    positivity
  unfold edgeSum
  rw [ht, Multiset.map_cons, Multiset.sum_cons]
  positivity

/-- If `D - 2` and `D + 2` have only real roots, then wherever `|D(E)| < 2` the squared slope of
the discriminant is fixed by `D(E)` and the distances from `E` to those roots. -/
theorem slope_sq {D : ℝ[X]} {E : ℝ} (hp : RealRootedAt D 2) (hm : RealRootedAt D (-2))
    (hE : |D.eval E| < 2) :
    4 * (derivative D).eval E ^ 2 = (4 - D.eval E ^ 2)
      * ((2 - D.eval E) * edgeSum D 2 E + (2 + D.eval E) * edgeSum D (-2) E) := by
  obtain ⟨h1, h2⟩ := abs_lt.1 hE
  -- the weights are chosen so that the second derivative cancels
  linear_combination (2 + D.eval E) * laguerre_identity hp h2.ne
    + (2 - D.eval E) * laguerre_identity hm h1.ne'

/-- Let `D` have positive degree and let `D - 2` and `D + 2` have only real roots. Then
`D'(E) ≠ 0` at every energy with `|D(E)| < 2`. -/
theorem slope_ne_zero {D : ℝ[X]} {E : ℝ} (hq : 1 ≤ D.natDegree) (hp : RealRootedAt D 2)
    (hm : RealRootedAt D (-2)) (hE : |D.eval E| < 2) : (derivative D).eval E ≠ 0 := by
  intro h0
  have hs := slope_sq hp hm hE
  obtain ⟨h1, h2⟩ := abs_lt.1 hE
  have hpos : 0 < (4 - D.eval E ^ 2)
      * ((2 - D.eval E) * edgeSum D 2 E + (2 + D.eval E) * edgeSum D (-2) E) :=
    mul_pos (by nlinarith) (add_pos
      (mul_pos (by linarith) (edgeSum_pos hq hp h2.ne))
      (mul_pos (by linarith) (edgeSum_pos hq hm h1.ne')))
  rw [← hs, h0] at hpos
  norm_num at hpos

/-- Let `D` have positive degree and let `D - 2` and `D + 2` have only real roots. On every
energy interval where `|D| < 2`, the discriminant is strictly increasing or strictly
decreasing. -/
theorem strictly_monotone_in_band {D : ℝ[X]} {s : Set ℝ} (hq : 1 ≤ D.natDegree)
    (hp : RealRootedAt D 2) (hm : RealRootedAt D (-2)) (hs : s.OrdConnected)
    (hband : ∀ E ∈ s, |D.eval E| < 2) :
    StrictMonoOn (fun E => D.eval E) s ∨ StrictAntiOn (fun E => D.eval E) s := by
  by_cases hpos : ∀ x ∈ s, 0 < (derivative D).eval x
  · left
    refine strictMonoOn_of_deriv_pos hs.convex D.continuous.continuousOn fun x hx => ?_
    rw [Polynomial.deriv]
    exact hpos x (interior_subset hx)
  · right
    simp only [not_forall, not_lt] at hpos
    obtain ⟨a, ha, ha0⟩ := hpos
    refine strictAntiOn_of_deriv_neg hs.convex D.continuous.continuousOn fun x hx => ?_
    rw [Polynomial.deriv]
    by_contra hx0
    -- a change of sign of the slope would force a zero inside the band
    obtain ⟨z, hz, hz0⟩ := hs.isPreconnected.intermediate_value ha (interior_subset hx)
      (derivative D).continuous.continuousOn ⟨ha0, not_lt.1 hx0⟩
    exact slope_ne_zero hq hp hm (hband z hz) hz0

/-- Let `D - 2` and `D + 2` have only real roots and let the dispersion `ε` obey `D(ε(x)) = 2 cos x`
for all real `x`. If `sin k ≠ 0` and `ε` has derivative `v` at `k`, then `k`, `ε(k)` and the roots
determine `v²` through the stated formula. -/
theorem group_velocity {D : ℝ[X]} {ε : ℝ → ℝ} {k v : ℝ} (hp : RealRootedAt D 2)
    (hm : RealRootedAt D (-2)) (hD : ∀ x, D.eval (ε x) = 2 * Real.cos x)
    (hv : HasDerivAt ε v k) (hk : Real.sin k ≠ 0) :
    v ^ 2 * (Real.sin (k / 2) ^ 2 * edgeSum D 2 (ε k)
      + Real.cos (k / 2) ^ 2 * edgeSum D (-2) (ε k)) = 1 := by
  have pyth := Real.sin_sq_add_cos_sq k
  have hs2 : 0 < Real.sin k ^ 2 := by positivity
  have hE : |D.eval (ε k)| < 2 := by
    rw [hD]
    exact abs_lt.2 ⟨by nlinarith, by nlinarith⟩
  have slope := slope_sq hp hm hE
  rw [hD] at slope
  -- differentiate the dispersion relation
  have h1 : HasDerivAt (fun x => 2 * Real.cos x) ((derivative D).eval (ε k) * v) k :=
    ((D.hasDerivAt (ε k)).comp k hv).congr_of_eventuallyEq
      (Filter.Eventually.of_forall fun x => (hD x).symm)
  have chain := h1.unique ((Real.hasDerivAt_cos k).const_mul 2)
  have hc : Real.cos (k / 2) ^ 2 = (1 + Real.cos k) / 2 := by
    have h := Real.cos_two_mul (k / 2)
    rw [show 2 * (k / 2) = k by ring] at h
    linarith
  have hs : Real.sin (k / 2) ^ 2 = (1 - Real.cos k) / 2 := by
    linarith [Real.sin_sq_add_cos_sq (k / 2)]
  rw [hs, hc]
  apply mul_left_cancel₀ hs2.ne'
  linear_combination (-(v ^ 2 / 16)) * slope
    + ((derivative D).eval (ε k) * v - 2 * Real.sin k) / 4 * chain
    + v ^ 2 * ((1 - Real.cos k) / 2 * edgeSum D 2 (ε k)
      + (1 + Real.cos k) / 2 * edgeSum D (-2) (ε k)) * pyth

/-- The discriminant `(E² - t² - w²) / (t w)` of the Su-Schrieffer-Heeger chain with nonzero
hoppings `t` and `w`. -/
def sshDiscriminant (t w : ℝ) : ℝ[X] :=
  C (1 / (t * w)) * (X ^ 2 - C (t ^ 2 + w ^ 2))

/-- For nonzero hoppings the Su-Schrieffer-Heeger discriminant `D` has degree two, and `D - 2`
and `D + 2` have only real roots. -/
theorem ssh_witness {t w : ℝ} (ht : t ≠ 0) (hw : w ≠ 0) :
    (sshDiscriminant t w).natDegree = 2 ∧ RealRootedAt (sshDiscriminant t w) 2
      ∧ RealRootedAt (sshDiscriminant t w) (-2) := by
  have ha : 1 / (t * w) ≠ 0 := one_div_ne_zero (mul_ne_zero ht hw)
  have key : ∀ c b : ℝ, sshDiscriminant t w - C c
      = C (1 / (t * w)) * ((X - C b) * (X - C (-b))) →
      (sshDiscriminant t w).natDegree = 2 ∧ RealRootedAt (sshDiscriminant t w) c := by
    intro c b h
    have hd : (sshDiscriminant t w).natDegree = 2 := by
      rw [← natDegree_sub_C (a := c), h, natDegree_C_mul ha,
        natDegree_mul (X_sub_C_ne_zero _) (X_sub_C_ne_zero _), natDegree_X_sub_C,
        natDegree_X_sub_C]
    refine ⟨hd, ?_⟩
    unfold RealRootedAt
    rw [hd, h, roots_C_mul _ ha,
      roots_mul (mul_ne_zero (X_sub_C_ne_zero _) (X_sub_C_ne_zero _)), roots_X_sub_C,
      roots_X_sub_C, Multiset.card_add, Multiset.card_singleton, Multiset.card_singleton]
  -- the band edges are ±(t + w) and ±(t - w)
  have hp := key 2 (t + w) (by
    apply Polynomial.funext
    intro x
    simp only [sshDiscriminant, eval_sub, eval_mul, eval_pow, eval_X, eval_C]
    field_simp
    ring)
  have hm := key (-2) (t - w) (by
    apply Polynomial.funext
    intro x
    simp only [sshDiscriminant, eval_sub, eval_mul, eval_pow, eval_X, eval_C]
    field_simp
    ring)
  exact ⟨hp.1, hp.2, hm.2⟩

end

end MonotoneBlochBands
```

```lean
#print axioms MonotoneBlochBands.strictly_monotone_in_band
-- 'MonotoneBlochBands.strictly_monotone_in_band' depends on axioms: [propext, Classical.choice, Quot.sound]
#print axioms MonotoneBlochBands.group_velocity
-- 'MonotoneBlochBands.group_velocity' depends on axioms: [propext, Classical.choice, Quot.sound]
```

## How Lean obtains the slope formula

`laguerre_prod` replaces the logarithmic derivative by induction on the multiset of roots. Write the product as $P=(X-r)Q$. The product rule gives, at $E$,

$$P'^2-PP''=Q^2+(E-r)^2\,(Q'^2-QQ'').$$

The induction hypothesis handles the last bracket, and $Q^2$ supplies the new term $1/(E-r)^2$ after $P^2=(E-r)^2Q^2$ is factored out. The final `linear_combination` checks this algebra.

`laguerre_identity` carries the result over to $D-c$. The root count in `RealRootedAt` gives the factorisation into linear factors. Evaluating it and its first two derivatives at $E$ expresses $D-c$, $D'$ and $D''$ through the product, and the leading coefficient enters squared on both sides. `eval_of_mem_roots` ensures that $E$ differs from every root when $D(E)\ne c$, so no denominator vanishes.

In `slope_sq` the coefficients given to `linear_combination` are the weights $2+D$ and $2-D$ of the derivation. `edgeSum_pos` splits off one root, whose term is strictly positive, and bounds the remaining sum below by zero. `slope_ne_zero` then assumes $D'(E)=0$, which makes the left side of the slope formula zero while its right side is positive.

## From a nonzero slope to monotonicity and velocity

`strictly_monotone_in_band` distinguishes two cases. If $D'>0$ throughout `s`, then $D$ is strictly increasing. Otherwise there is a point `a` with $D'(a)\le0$. A point `x` with $D'(x)\ge0$ would then give, by the intermediate value theorem, a zero of $D'$ in `s`, against `slope_ne_zero`. So $D'<0$ in the interior, and $D$ is strictly decreasing.

In `group_velocity`, the condition $\sin k\ne0$ puts $\varepsilon(k)$ strictly inside a band. The chain rule gives one derivative of $2\cos x$ at $k$ and the cosine rule another; uniqueness of the derivative equates them. After the half-angle formulas, the proof cancels $\sin^2k$, as in the derivation.

## The Su-Schrieffer-Heeger chain as an instance

`ssh_witness` verifies the hypotheses for a two-site cell with zero on-site energies and nonzero hoppings $t$ and $w$; the first is often called $v$, a letter used here for the velocity. Its discriminant satisfies

$$D-2=\frac{E^2-(t+w)^2}{tw},\qquad D+2=\frac{E^2-(t-w)^2}{tw}.$$

The edges are $\pm(t+w)$ and $\pm(t-w)$. The auxiliary statement `key` counts the two roots once such a factorisation is known, and each factorisation is checked by evaluating both sides at an arbitrary $x$.

For $t=w$ the gap closes and $E=0$ is a double root of $D+2$. There $D'=0$ and $D=-2$, which shows why the slope theorem needs the strict inequality $|D|<2$.
